# Exact Lanczos started orthogonal to a non-degenerate lowest mode never finds its eigenvalue

A Lanczos search can miss the lowest mode of a Hessian. Its output is taken here to be any Ritz pair in a Krylov space, defined by an orthogonality condition and not by the Lanczos recurrence. With this choice the result concerns the search space itself, whatever basis is used to span it.

In Lean 4 with Mathlib:

```lean
import Mathlib

open scoped InnerProductSpace

namespace LanczosBlindness

variable {E ι : Type*} [NormedAddCommGroup E] [InnerProductSpace ℝ E] [Fintype ι]

/-- The Krylov space after `m` steps: the span of `v, H v, ..., H^(m-1) v`. -/
def krylov (H : Module.End ℝ E) (v : E) (m : ℕ) : Submodule ℝ E :=
  Submodule.span ℝ {x | ∃ k < m, x = (H ^ k) v}

/-- A Ritz pair of `H` in the subspace `K`: a nonzero vector `y` of `K` and a number `θ` such that
the residual `H y - θ y` is orthogonal to `K`. -/
def IsRitzPair (H : Module.End ℝ E) (K : Submodule ℝ E) (θ : ℝ) (y : E) : Prop :=
  y ∈ K ∧ y ≠ 0 ∧ ∀ z ∈ K, ⟪z, H y - θ • y⟫_ℝ = 0

/-- If `H` has the orthonormal eigenbasis `u` with eigenvalues `w`, applying `H` multiplies the
amplitude along each mode by its eigenvalue. -/
theorem inner_mode_apply {H : Module.End ℝ E} {u : OrthonormalBasis ι ℝ E} {w : ι → ℝ}
    (hu : ∀ i, H (u i) = w i • u i) (i : ι) (x : E) :
    ⟪u i, H x⟫_ℝ = w i * ⟪u i, x⟫_ℝ := by
  have h : H x = ∑ j, (⟪u j, x⟫_ℝ * w j) • u j := by
    conv_lhs => rw [← u.sum_repr' x]
    simp only [map_sum, map_smul, hu, smul_smul]
  rw [h, u.orthonormal.inner_right_fintype]
  ring

/-- If `H` has the orthonormal eigenbasis `u` with eigenvalues `w`, a polynomial `p` in `H`
multiplies the amplitude along mode `i` by `p (w i)`. -/
theorem inner_mode_aeval {H : Module.End ℝ E} {u : OrthonormalBasis ι ℝ E} {w : ι → ℝ}
    (hu : ∀ i, H (u i) = w i • u i) (i : ι) (v : E) (p : Polynomial ℝ) :
    ⟪u i, (Polynomial.aeval H p) v⟫_ℝ = p.eval (w i) * ⟪u i, v⟫_ℝ := by
  -- first the pure powers of `H`
  have hpow : ∀ k : ℕ, ⟪u i, (H ^ k) v⟫_ℝ = w i ^ k * ⟪u i, v⟫_ℝ := by
    intro k
    induction k with
    | zero => simp
    | succ k ih =>
      rw [pow_succ', Module.End.mul_apply, inner_mode_apply hu, ih]
      ring
  rw [Polynomial.aeval_eq_sum_range, Polynomial.eval_eq_sum_range, LinearMap.sum_apply,
    inner_sum, Finset.sum_mul]
  refine Finset.sum_congr rfl fun k _ => ?_
  rw [LinearMap.smul_apply, inner_smul_right, hpow]
  ring

/-- For `H` with orthonormal eigenbasis `u`, a mode absent from the start vector is absent from
every vector of every Krylov space. -/
theorem krylov_orthogonal {H : Module.End ℝ E} {u : OrthonormalBasis ι ℝ E} {w : ι → ℝ}
    (hu : ∀ i, H (u i) = w i • u i) {i : ι} {v x : E} (hv : ⟪u i, v⟫_ℝ = 0) {m : ℕ}
    (hx : x ∈ krylov H v m) : ⟪u i, x⟫_ℝ = 0 := by
  unfold krylov at hx
  induction hx using Submodule.span_induction with
  | mem x h =>
    obtain ⟨k, -, rfl⟩ := h
    have h := inner_mode_aeval hu i v (Polynomial.X ^ k)
    rw [map_pow, Polynomial.aeval_X, hv, mul_zero] at h
    exact h
  | zero => exact inner_zero_right _
  | add x y _ _ hx hy => rw [inner_add_right, hx, hy, add_zero]
  | smul a x _ hx => rw [inner_smul_right, hx, mul_zero]

/-- Let `H` have an orthonormal eigenbasis with eigenvalues in increasing order. If the start
vector is orthogonal to the lowest mode, the curvature `⟨x, H x⟩` of every Krylov vector is at
least the second eigenvalue times `‖x‖²`. -/
theorem krylov_curvature_bound {n : ℕ} {H : Module.End ℝ E}
    {u : OrthonormalBasis (Fin (n + 2)) ℝ E} {w : Fin (n + 2) → ℝ}
    (hu : ∀ i, H (u i) = w i • u i) (hw : Monotone w) {v x : E} (hv : ⟪u 0, v⟫_ℝ = 0)
    {m : ℕ} (hx : x ∈ krylov H v m) : w 1 * ‖x‖ ^ 2 ≤ ⟪x, H x⟫_ℝ := by
  -- expand both sides in modes and compare term by term
  rw [← real_inner_self_eq_norm_sq, ← u.sum_inner_mul_inner x x,
    ← u.sum_inner_mul_inner x (H x), Finset.mul_sum]
  refine Finset.sum_le_sum fun i _ => ?_
  rw [inner_mode_apply hu, real_inner_comm (u i) x]
  by_cases hi : i = 0
  · subst hi
    rw [krylov_orthogonal hu hv hx]
    simp
  · have h1 : (1 : Fin (n + 2)) ≤ i := by
      rw [Fin.le_def, Fin.val_one]
      exact Nat.one_le_iff_ne_zero.mpr fun h0 => hi (Fin.ext h0)
    nlinarith [mul_le_mul_of_nonneg_right (hw h1) (mul_self_nonneg ⟪u i, x⟫_ℝ)]

/-- Let `H` have an orthonormal eigenbasis with increasing eigenvalues, the lowest one separated
from the second. If the start vector is orthogonal to the lowest mode, then after any number of
steps every Ritz value is at least the second eigenvalue and strictly above the lowest. -/
theorem lanczos_misses_lowest_mode {n : ℕ} {H : Module.End ℝ E}
    {u : OrthonormalBasis (Fin (n + 2)) ℝ E} {w : Fin (n + 2) → ℝ}
    (hu : ∀ i, H (u i) = w i • u i) (hw : Monotone w) (hgap : w 0 < w 1) {v : E}
    (hv : ⟪u 0, v⟫_ℝ = 0) (m : ℕ) {θ : ℝ} {y : E} (hy : IsRitzPair H (krylov H v m) θ y) :
    w 1 ≤ θ ∧ w 0 < θ := by
  obtain ⟨hyK, hy0, hres⟩ := hy
  -- the Galerkin condition tested on `y` itself
  have h := hres y hyK
  rw [inner_sub_right, inner_smul_right, real_inner_self_eq_norm_sq] at h
  have hb := krylov_curvature_bound hu hw hv hyK
  have hpos : 0 < ‖y‖ ^ 2 := pow_pos (norm_pos_iff.mpr hy0) 2
  have hθ : w 1 ≤ θ := le_of_mul_le_mul_right (by linarith) hpos
  exact ⟨hθ, lt_of_lt_of_le hgap hθ⟩

/-- Let the Hessian `H` have an orthonormal eigenbasis with increasing eigenvalues, only the lowest
negative and all others positive. If the start vector is orthogonal to the lowest mode, every
nonzero Krylov vector has positive curvature, although the lowest mode has negative curvature. -/
theorem saddle_looks_like_minimum {n : ℕ} {H : Module.End ℝ E}
    {u : OrthonormalBasis (Fin (n + 2)) ℝ E} {w : Fin (n + 2) → ℝ}
    (hu : ∀ i, H (u i) = w i • u i) (hw : Monotone w) (hneg : w 0 < 0) (hpos : 0 < w 1)
    {v : E} (hv : ⟪u 0, v⟫_ℝ = 0) (m : ℕ) :
    (∀ x ∈ krylov H v m, x ≠ 0 → 0 < ⟪x, H x⟫_ℝ) ∧ ⟪u 0, H (u 0)⟫_ℝ < 0 := by
  constructor
  · intro x hx hx0
    exact lt_of_lt_of_le (mul_pos hpos (pow_pos (norm_pos_iff.mpr hx0) 2))
      (krylov_curvature_bound hu hw hv hx)
  · rw [inner_mode_apply hu, real_inner_self_eq_norm_sq, u.orthonormal.1 0]
    linarith

/-- Let `H` have an orthonormal eigenbasis. A mode with a non-degenerate eigenvalue lies in the
Krylov space after as many steps as there are modes exactly when the start vector overlaps with it.
-/
theorem mode_mem_krylov_iff {H : Module.End ℝ E} {u : OrthonormalBasis ι ℝ E} {w : ι → ℝ}
    (hu : ∀ i, H (u i) = w i • u i) {i : ι} (hi : ∀ j, j ≠ i → w j ≠ w i) (v : E) :
    u i ∈ krylov H v (Fintype.card ι) ↔ ⟪u i, v⟫_ℝ ≠ 0 := by
  classical
  constructor
  · intro hmem hv
    have h := krylov_orthogonal hu hv hmem
    rw [real_inner_self_eq_norm_sq, u.orthonormal.1 i] at h
    norm_num at h
  · intro hv
    -- the filter polynomial that removes all other modes
    let p : Polynomial ℝ := ∏ j ∈ Finset.univ.erase i, (Polynomial.X - Polynomial.C (w j))
    have heval : ∀ t, p.eval t = ∏ j ∈ Finset.univ.erase i, (t - w j) := by
      intro t
      simp [p, Polynomial.eval_prod]
    have hdeg : p.natDegree < Fintype.card ι := by
      have h1 : p.natDegree ≤ (Finset.univ.erase i).card := by
        refine (Polynomial.natDegree_prod_le _ _).trans ?_
        simp only [Polynomial.natDegree_X_sub_C, Finset.sum_const, smul_eq_mul, mul_one, le_refl]
      exact lt_of_le_of_lt h1 (Finset.card_erase_lt_of_mem (Finset.mem_univ i))
    have hmem : (Polynomial.aeval H p) v ∈ krylov H v (Fintype.card ι) := by
      rw [Polynomial.aeval_eq_sum_range' hdeg, LinearMap.sum_apply]
      refine Submodule.sum_mem _ fun k hk => ?_
      rw [LinearMap.smul_apply]
      exact Submodule.smul_mem _ _ (Submodule.subset_span ⟨k, Finset.mem_range.mp hk, rfl⟩)
    have hfilter : (Polynomial.aeval H p) v = (p.eval (w i) * ⟪u i, v⟫_ℝ) • u i := by
      rw [← u.sum_repr' ((Polynomial.aeval H p) v), Finset.sum_eq_single i]
      · rw [inner_mode_aeval hu]
      · intro j _ hj
        have h0 : p.eval (w j) = 0 := by
          rw [heval]
          exact Finset.prod_eq_zero (Finset.mem_erase.mpr ⟨hj, Finset.mem_univ j⟩) (sub_self _)
        rw [inner_mode_aeval hu, h0, zero_mul, zero_smul]
      · intro h
        exact absurd (Finset.mem_univ i) h
    have hc : p.eval (w i) * ⟪u i, v⟫_ℝ ≠ 0 := by
      refine mul_ne_zero ?_ hv
      rw [heval]
      exact Finset.prod_ne_zero_iff.mpr fun j hj =>
        sub_ne_zero.mpr (hi j (Finset.ne_of_mem_erase hj)).symm
    rw [hfilter] at hmem
    exact (Submodule.smul_mem_iff _ hc).mp hmem

/-- Let `H` have an orthonormal eigenbasis and let mode `i` have a non-degenerate eigenvalue. If `v`
is orthogonal to this mode, any nonzero admixture `ε` of the mode to `v` brings it into the Krylov
space after as many steps as there are modes. -/
theorem admixture_restores_mode {H : Module.End ℝ E} {u : OrthonormalBasis ι ℝ E} {w : ι → ℝ}
    (hu : ∀ i, H (u i) = w i • u i) {i : ι} (hi : ∀ j, j ≠ i → w j ≠ w i) {v : E}
    (hv : ⟪u i, v⟫_ℝ = 0) {ε : ℝ} (hε : ε ≠ 0) :
    u i ∈ krylov H (v + ε • u i) (Fintype.card ι) := by
  rw [mode_mem_krylov_iff hu hi, inner_add_right, inner_smul_right, hv,
    real_inner_self_eq_norm_sq, u.orthonormal.1 i]
  simpa using hε

end LanczosBlindness
```

```lean
#print axioms LanczosBlindness.lanczos_misses_lowest_mode
-- 'LanczosBlindness.lanczos_misses_lowest_mode' depends on axioms: [propext, Classical.choice, Quot.sound]
#print axioms LanczosBlindness.saddle_looks_like_minimum
-- 'LanczosBlindness.saddle_looks_like_minimum' depends on axioms: [propext, Classical.choice, Quot.sound]
#print axioms LanczosBlindness.admixture_restores_mode
-- 'LanczosBlindness.admixture_restores_mode' depends on axioms: [propext, Classical.choice, Quot.sound]
```

## Every Ritz value stays at or above the second eigenvalue

The Hessian is a linear map `H` on a real inner product space `E`. The hypothesis `hu` says that it has an orthonormal eigenbasis $u_i$ with real eigenvalues $w_i$, which every real symmetric matrix has. Counting starts at zero, so the lowest mode is $u_0$ and the second eigenvalue is $w_1$. The type `Fin (n + 2)` provides at least two modes, and `Monotone w` puts the eigenvalues in increasing order, with repetitions allowed.

For a start vector $v$, `krylov H v m` is the span of $v, Hv, \dots, H^{m-1}v$. A Ritz pair in a subspace $K$ is a number $\theta$ with a nonzero $y\in K$ whose residual $Hy-\theta y$ is orthogonal to $K$. The vector $y$ need not be normalised.

The theorem `lanczos_misses_lowest_mode` assumes $\langle u_0,v\rangle=0$ and $w_0<w_1$. It concludes that every Ritz value, for every $m$, satisfies $\theta\ge w_1>w_0$. More steps do not help.

## A planar start vector at planar ammonia

Some saddle searches use the lowest Hessian mode to decide which way to climb. A Lanczos step uses $H$ only through its product with a unit vector $q$, which can be estimated from forces $F$ at two geometries displaced from the current geometry $R$ by a small length $\delta$:

$$Hq\approx-\frac{F(R+\delta q)-F(R-\delta q)}{2\delta}.$$

The start vector and the successive products are orthonormalised into a basis, $H$ is projected onto it as a small tridiagonal matrix, and the lowest eigenvalue of that matrix is reported as the lowest curvature. It is a Ritz value.

Planar ammonia is the transition state for inversion, and its unstable mode moves the atoms out of the plane. If the start vector lies in the plane, both displaced geometries are planar, and by symmetry so are the forces. Without rounding errors the search never acquires an out-of-plane component, and the saddle looks like a minimum.

This is the situation of `saddle_looks_like_minimum`, for a finite-dimensional harmonic Hessian with $w_0<0<w_1$: every nonzero Krylov vector has positive curvature, while $\langle u_0,Hu_0\rangle<0$. The condition $0<w_1$ means that the lowest mode is the only unstable one and that overall translations and rotations, which have zero curvature, have been removed. The step left to the user is to identify computed force differences with the exact linear map $H$; rounding can introduce a small component along the missing mode.

## A missing amplitude stays missing

Write $x=\sum_j c_ju_j$ with $c_j=\langle u_j,x\rangle$. Then $Hx=\sum_j w_jc_ju_j$, and orthonormality gives

$$\langle u_i,Hx\rangle=w_i\langle u_i,x\rangle.$$

This is `inner_mode_apply`. Induction on $k$ gives $\langle u_i,H^kv\rangle=w_i^k\langle u_i,v\rangle$, and summing powers with coefficients gives, for any polynomial $p$,

$$\langle u_i,p(H)v\rangle=p(w_i)\langle u_i,v\rangle,$$

which is `inner_mode_aeval`. If $\langle u_0,v\rangle=0$, each generator $H^kv$ is therefore orthogonal to $u_0$, and so are all their linear combinations. In `krylov_orthogonal`, which treats any mode $i$, `Submodule.span_induction` carries out this passage from generators to the span.

For $x$ in the Krylov space we now have $c_0=0$, hence

$$\langle x,Hx\rangle=\sum_{i\ge1}w_ic_i^2\ge w_1\sum_{i\ge1}c_i^2=w_1\|x\|^2.$$

The proof of `krylov_curvature_bound` expands both sides in modes and compares them term by term. The term $i=0$ vanishes on both sides; for the others $w_i\ge w_1$, and this inequality, multiplied by the square $c_i^2$, is handed to `nlinarith` to finish the comparison.

For a Ritz pair, the residual is orthogonal to $y$ itself, because $y$ lies in the subspace. This is the line `hres y hyK`, and it gives

$$0=\langle y,Hy-\theta y\rangle=\langle y,Hy\rangle-\theta\|y\|^2.$$

So $\theta\|y\|^2=\langle y,Hy\rangle\ge w_1\|y\|^2$. Since $y\neq0$, dividing by $\|y\|^2$ yields $\theta\ge w_1$, and the gap gives $\theta>w_0$.

In the saddle theorem, $w_1>0$ makes the curvature bound positive for $x\ne0$, and $\langle u_0,Hu_0\rangle=w_0\|u_0\|^2=w_0<0$.

## Any overlap brings a non-degenerate mode back

Let $N$ be the number of modes, `Fintype.card ι`. The theorem `mode_mem_krylov_iff` says that a mode $u_i$ whose eigenvalue differs from all others lies in the span of $v,\dots,H^{N-1}v$ exactly when $\langle u_i,v\rangle\ne0$. This Krylov space has $N$ generators, but its dimension may be smaller.

One direction follows from the previous argument: if the overlap were zero, $u_i$ would be orthogonal to itself, contradicting $\|u_i\|=1$. For the other, take the filter polynomial

$$p(t)=\prod_{j\ne i}(t-w_j).$$

Its degree is below $N$ (`hdeg`), so $p(H)v$ lies in the Krylov space (`hmem`). It vanishes at every other eigenvalue, so only one mode survives (`hfilter`):

$$p(H)v=p(w_i)\langle u_i,v\rangle\,u_i.$$

The prefactor is nonzero (`hc`), because no other eigenvalue equals $w_i$ and the overlap is nonzero. Dividing by it puts $u_i$ in the space.

If $v$ is orthogonal to $u_i$, then $v+\varepsilon u_i$ has overlap $\varepsilon$ with it. Any $\varepsilon\ne0$ therefore restores the mode, as `admixture_restores_mode` states. The theorem gives no estimate of how early a Ritz value approaches $w_i$ when $\varepsilon$ is small.

Overlap alone does not suffice when eigenvalues may coincide. Let $H$ be the identity in two dimensions and $v=u_0+u_1$. Then $\langle u_0,v\rangle=1$, but every Krylov vector is a multiple of $v$, so $u_0$ is never reached.
